# Strictly positive balanced fluxes on a finite reaction graph force weak reversibility

**Q:** Which objects are you talking about, and by which conventions?

**A:** Complexes form a type `C` and reactions a finite type `R`. Each reaction r has a source src(r) and a target tgt(r). Reactions carry their own labels, so two parallel reactions stay distinct.

```lean
import Mathlib

open Finset

namespace WeakReversibility

/-- A directed reaction graph: each reaction has a source complex and a target complex. -/
structure ReactionGraph (C R : Type*) where
  /-- The complex consumed by a reaction. -/
  src : R → C
  /-- The complex produced by a reaction. -/
  tgt : R → C
```

A flux J assigns a real number J_r to each reaction. `collect` adds the fluxes of all reactions whose chosen end is the complex y.

```lean
/-- The total flux of the reactions whose end `e` (source or target) is the complex `y`. -/
def collect {C R : Type*} [DecidableEq C] [Fintype R] (e : R → C) (J : R → ℝ) (y : C) : ℝ :=
  ∑ r, if e r = y then J r else 0
```

**Q:** And a "directed path"?

**A:** A `Step` is one reaction followed forwards. `Relation.ReflTransGen` allows any finite number of steps, including none. Weak reversibility asks for a path from tgt(r) back to src(r), for every r; the reverse reaction itself need not exist.

```lean
namespace ReactionGraph

variable {C R : Type*}

/-- Some reaction converts the complex `a` into the complex `b`. -/
def Step (G : ReactionGraph C R) (a b : C) : Prop :=
  ∃ r, G.src r = a ∧ G.tgt r = b

/-- For each reaction, a directed path of reactions leads from its target back to its source. -/
def WeaklyReversible (G : ReactionGraph C R) : Prop :=
  ∀ r, Relation.ReflTransGen G.Step (G.tgt r) (G.src r)
```

**Q:** Is "balanced" just the steady state?

**A:** It is stronger than steady species concentrations. Inflow must equal outflow at each complex:

in(y) = Σ_{r: tgt(r)=y} J_r,  out(y) = Σ_{r: src(r)=y} J_r,  in(y) = out(y).

Take A → 2A and A → ∅ with equal rates. The concentration of A is constant, yet the complex 2A is produced and never consumed. The theorem does not apply, and the network is not weakly reversible.

```lean
variable [DecidableEq C] [Fintype R]

/-- Total flux of the reactions producing the complex `y`. -/
def inflow (G : ReactionGraph C R) (J : R → ℝ) (y : C) : ℝ := collect G.tgt J y

/-- Total flux of the reactions consuming the complex `y`. -/
def outflow (G : ReactionGraph C R) (J : R → ℝ) (y : C) : ℝ := collect G.src J y

/-- Total inflow equals total outflow at every complex. -/
def Balanced (G : ReactionGraph C R) (J : R → ℝ) : Prop :=
  ∀ y, G.inflow J y = G.outflow J y

end ReactionGraph

open ReactionGraph
```

**Q:** How does a local balance produce a global path?

**A:** Take `C` finite as well, so that one can sum over all complexes, and test the balance with any function φ on complexes. Each reaction has exactly one target, so exchanging the sums gives

Σ_y φ(y) in(y) = Σ_r J_r φ(tgt(r)),

and likewise for outflow and sources. `sum_collect` proves both cases at once, with `Finset.sum_comm` doing the exchange.

```lean
variable {C R : Type*} [DecidableEq C] [Fintype R]

/-- Weighting the collected fluxes by a function on complexes and summing over complexes
is the same as summing over reactions. -/
theorem sum_collect [Fintype C] (e : R → C) (J : R → ℝ) (φ : C → ℝ) :
    ∑ y, φ y * collect e J y = ∑ r, J r * φ (e r) := by
  simp only [collect, Finset.mul_sum]
  rw [Finset.sum_comm]
  refine Finset.sum_congr rfl fun r _ => ?_
  simp [mul_comm]
```

Subtracting the two identities and using in(y) = out(y) gives

Σ_r J_r [φ(tgt(r)) − φ(src(r))] = 0.

```lean
/-- For balanced fluxes, the flux-weighted change of any function on complexes,
summed over all reactions, vanishes. -/
theorem potential_balance [Fintype C] {G : ReactionGraph C R} {J : R → ℝ}
    (hB : G.Balanced J) (φ : C → ℝ) :
    ∑ r, J r * (φ (G.tgt r) - φ (G.src r)) = 0 := by
  simp only [mul_sub, Finset.sum_sub_distrib]
  rw [← sum_collect G.tgt J φ, ← sum_collect G.src J φ, sub_eq_zero]
  exact Finset.sum_congr rfl fun y _ => congrArg (φ y * ·) (hB y)
```

**Q:** Which φ do you choose?

**A:** Let S be a set of complexes that no reaction leaves, with φ = 1 on S and 0 elsewhere. The bracket is −1 only for a reaction leaving S, so every term is nonnegative. Their sum is zero, so each term is zero. A reaction entering S would contribute J_r > 0, so none enters. In Lean, `hnn` is the sign check and `Finset.sum_eq_zero_iff_of_nonneg` makes each term vanish.

```lean
/-- With positive balanced fluxes, a set of complexes that no reaction leaves is also
entered by no reaction. -/
theorem no_entry [Fintype C] {G : ReactionGraph C R} {J : R → ℝ}
    (hJ : ∀ r, 0 < J r) (hB : G.Balanced J) (S : Set C)
    (hS : ∀ r, G.src r ∈ S → G.tgt r ∈ S) (r : R) (ht : G.tgt r ∈ S) : G.src r ∈ S := by
  classical
  have h := potential_balance hB (fun y => if y ∈ S then (1 : ℝ) else 0)
  -- every reaction contributes a nonnegative amount, so each contribution is zero
  have hnn : ∀ q ∈ (Finset.univ : Finset R), 0 ≤ J q *
      ((if G.tgt q ∈ S then (1 : ℝ) else 0) - (if G.src q ∈ S then (1 : ℝ) else 0)) := by
    intro q _
    apply mul_nonneg (hJ q).le
    by_cases hs : G.src q ∈ S
    · simp [hs, hS q hs]
    · by_cases hq : G.tgt q ∈ S <;> simp [hs, hq]
  have h0 := (Finset.sum_eq_zero_iff_of_nonneg hnn).mp h r (Finset.mem_univ r)
  by_contra hs
  simp only [if_pos ht, if_neg hs, sub_zero, mul_one] at h0
  exact (hJ r).ne' h0
```

Now fix r and let S be everything reachable from tgt(r). No reaction leaves S, since following one more reaction only extends a path. The empty path puts tgt(r) in S. As r cannot enter S from outside, src(r) is in S too, which is the return path.

```lean
/-- If strictly positive fluxes balance at every complex of a finite reaction graph, then
each reaction has a directed return path from its target to its source. -/
theorem weaklyReversible_of_balanced [Fintype C] {G : ReactionGraph C R} {J : R → ℝ}
    (hJ : ∀ r, 0 < J r) (hB : G.Balanced J) : G.WeaklyReversible := by
  intro r
  -- the complexes reachable from the target form a set that no reaction leaves
  exact no_entry hJ hB {y | Relation.ReflTransGen G.Step (G.tgt r) y}
    (fun q hq => Relation.ReflTransGen.tail hq ⟨q, rfl, rfl⟩) r Relation.ReflTransGen.refl
```

**Q:** Does weak reversibility conversely guarantee such fluxes?

**A:** Yes, some such fluxes exist. Send one unit along a path from a to b. Writing [P] for 1 if P holds and 0 otherwise,

out(y) − in(y) = [a = y] − [b = y].

The empty path carries zero flux. Appending a reaction b → c adds [b = y] − [c = y], and the b terms cancel. `path_flux` is this induction, and `collect_add_unit` accounts for the added unit.

```lean
/-- Adding one unit of flux on the reaction `q` adds one unit at its end `e q` only. -/
theorem collect_add_unit [DecidableEq R] (e : R → C) (f : R → ℝ) (q : R) (y : C) :
    collect e (fun r => f r + if r = q then 1 else 0) y
      = collect e f y + if e q = y then 1 else 0 := by
  have h1 : (∑ r, if r = q then (if e q = y then (1 : ℝ) else 0) else 0)
      = if e q = y then 1 else 0 := by simp
  rw [← h1]
  unfold collect
  rw [← Finset.sum_add_distrib]
  refine Finset.sum_congr rfl fun r _ => ?_
  by_cases hr : r = q
  · subst hr
    by_cases hy : e r = y <;> simp [hy]
  · by_cases hy : e r = y <;> simp [hr, hy]

/-- If a directed path leads from `a` to `b`, there is a nonnegative flux whose net outflow is one
unit at `a` minus one unit at `b`. -/
theorem path_flux (G : ReactionGraph C R) {a b : C} (h : Relation.ReflTransGen G.Step a b) :
    ∃ f : R → ℝ, (∀ r, 0 ≤ f r) ∧ ∀ y, G.outflow f y - G.inflow f y
      = (if a = y then 1 else 0) - (if b = y then 1 else 0) := by
  classical
  induction h with
  | refl => exact ⟨fun _ => 0, fun _ => le_rfl, fun y => by simp [outflow, inflow, collect]⟩
  | tail _ hs ih =>
    obtain ⟨f, hf, hd⟩ := ih
    obtain ⟨q, rfl, rfl⟩ := hs
    refine ⟨fun r => f r + if r = q then 1 else 0, fun r => ?_, fun y => ?_⟩
    · have := hf r
      dsimp only
      split_ifs <;> linarith
    · have := hd y
      simp only [outflow, inflow, collect_add_unit] at this ⊢
      linarith
```

For a reaction q, take a return path from tgt(q) to src(q) and add one unit on q itself. The net outflow becomes zero everywhere, and q carries at least one unit. Summing these circulations over all q keeps the balance and makes every flux positive.

```lean
/-- A weakly reversible reaction graph admits strictly positive fluxes that balance at
every complex. -/
theorem exists_balanced_of_weaklyReversible {G : ReactionGraph C R}
    (h : G.WeaklyReversible) : ∃ J : R → ℝ, (∀ r, 0 < J r) ∧ G.Balanced J := by
  classical
  -- close the return path of each reaction `q` to a circulation through `q`
  have key : ∀ q, ∃ f : R → ℝ, (∀ r, 0 ≤ f r) ∧ 0 < f q ∧ G.Balanced f := by
    intro q
    obtain ⟨f, hf, hd⟩ := path_flux G (h q)
    refine ⟨fun r => f r + if r = q then 1 else 0, fun r => ?_, ?_, fun y => ?_⟩
    · have := hf r
      dsimp only
      split_ifs <;> linarith
    · have := hf q
      simp only [if_true]
      linarith
    · have := hd y
      simp only [outflow, inflow, collect_add_unit] at this ⊢
      linarith
  choose F h0 h1 h2 using key
  -- superpose these circulations
  have hsum : ∀ (e : R → C) (y : C),
      collect e (fun r => ∑ q, F q r) y = ∑ q, collect e (F q) y := by
    intro e y
    unfold collect
    rw [Finset.sum_comm]
    refine Finset.sum_congr rfl fun r _ => ?_
    by_cases hy : e r = y <;> simp [hy]
  refine ⟨fun r => ∑ q, F q r, fun r => ?_, fun y => ?_⟩
  · exact Finset.sum_pos' (fun q _ => h0 q r) ⟨r, Finset.mem_univ r, h1 r⟩
  · unfold inflow outflow
    rw [hsum, hsum]
    exact Finset.sum_congr rfl fun q _ => h2 q y
```

**Q:** Show me numbers.

**A:** Take 0 → 1, 1 → 2, 2 → 0 and 1 → 0. In that order, the circulations built from the shortest return paths are (1,0,0,1), (1,1,1,0), (1,1,1,0) and (1,0,0,1), with sum

J = (4, 2, 2, 2).

Inflow and outflow are both 4 at complex 0, 4 at complex 1 and 2 at complex 2. For S = {1, 2}, the flux-weighted change is 4 − 2 − 2 = 0.

**Q:** Where does chemistry enter?

**A:** Through the mass-action flux, with rate constants k_r, concentrations x_s and stoichiometric coefficients Y:

J_r = k_r Π_s x_s^{Y(src(r), s)}.

In the code below, `S` is the type of species, no longer a set of complexes. Positive k and x make every J_r positive. Complex balance at x is assumed; whether given rate constants admit such an x is a separate question.

```lean
/-- The mass-action flux of each reaction, with rate constants `k`, concentrations `x` and
stoichiometric coefficients `Y y s` of species `s` in complex `y`. -/
def massActionFlux {S : Type*} [Fintype S] (G : ReactionGraph C R) (Y : C → S → ℕ)
    (k : R → ℝ) (x : S → ℝ) (r : R) : ℝ :=
  k r * ∏ s, x s ^ Y (G.src r) s

/-- A mass-action network with positive rate constants whose fluxes balance at every complex
for some positive concentrations is weakly reversible. -/
theorem weaklyReversible_of_massAction [Fintype C] {S : Type*} [Fintype S]
    {G : ReactionGraph C R} (Y : C → S → ℕ) {k : R → ℝ} {x : S → ℝ}
    (hk : ∀ r, 0 < k r) (hx : ∀ s, 0 < x s)
    (hB : G.Balanced (massActionFlux G Y k x)) : G.WeaklyReversible :=
  weaklyReversible_of_balanced
    (fun r => mul_pos (hk r) (Finset.prod_pos fun s _ => pow_pos (hx s) _)) hB
```

**Q:** Does this matter beyond chemical networks?

**A:** In a finite-state master equation for classical or quantum-level populations, a strictly positive stationary distribution gives balanced probability fluxes, so every allowed transition has a return route.

**Q:** Are the hypotheses ever satisfied in Lean?

**A:** The three-reaction cycle with unit fluxes satisfies them: one unit enters and one leaves each complex.

```lean
/-- The cycle of three irreversible reactions 0 → 1 → 2 → 0. -/
def triangle : ReactionGraph (Fin 3) (Fin 3) := ⟨![0, 1, 2], ![1, 2, 0]⟩

/-- Unit fluxes on the three-reaction cycle are positive and balance at every complex. -/
theorem triangle_witness :
    (∀ r : Fin 3, 0 < (fun _ => 1 : Fin 3 → ℝ) r) ∧ triangle.Balanced (fun _ => 1) := by
  refine ⟨fun _ => one_pos, fun y => ?_⟩
  fin_cases y <;> simp +decide [inflow, outflow, collect, triangle, Fin.sum_univ_three]

end WeakReversibility
```

```lean
#print axioms WeakReversibility.exists_balanced_of_weaklyReversible
#print axioms WeakReversibility.weaklyReversible_of_massAction
```

```
'WeakReversibility.exists_balanced_of_weaklyReversible' depends on axioms: [propext, Classical.choice, Quot.sound]
'WeakReversibility.weaklyReversible_of_massAction' depends on axioms: [propext, Classical.choice, Quot.sound]
```
